# Finite support, the two-scale equation and the second moment determine the second-derivative filter of the six-tap Daubechies scaling function

Q: To apply the kinetic-energy operator to a one-dimensional orbital expanded in six-tap Daubechies scaling functions φ(x/h − j)/√h, and to project the result back onto these functions, I convolve its coefficients with nine numbers r_k and multiply by −1/(2h²), in atomic units. The r_k are integrals over a function with no closed formula. How can rational numbers come out?

A: The integrals obey linear equations with rational coefficients. Define

Φ(y) = ∫ φ(x) φ(x − y) dx,  r_k = ∫ φ(x) φ″(x − k) dx = Φ″(k),

where the second integral is read as −∫ φ′(x) φ′(x − k) dx. The refinement relation φ(x) = √2 ∑ c_n φ(2x − n), with six filter taps c_n, gives

Φ(y) = ∑ a_m Φ(2y − m),  a_m = ∑ c_n c_(n−m).

These a_m are even in m, with a_0 = 1, a_1 = 75/128, a_3 = −25/256, a_5 = 3/256 and all other positive-index entries zero. Differentiating twice produces a factor 4, and setting y = k gives the two-scale equation

r_k = 4 ∑ a_m r_(2k−m).

Q: That equation is homogeneous. What sets the scale?

A: The normalisation ∫ φ(x) dx = 1, which the refinement relation leaves open. With it, the shifts of Φ reproduce quadratics: ∑ k² Φ(y − k) = y². Two derivatives at y = 0 give ∑ k² r_k = 2, which says that the filter gives the correct second derivative of x² at the origin.

Q: Do you also put in by hand that r is even and vanishes beyond |k| = 4?

A: Neither. Finite support, of any size, is enough, and r has it because φ vanishes outside a bounded interval. Multiply the equation by 64:

64 r_k = 256 r_(2k) + 150 (r_(2k−1) + r_(2k+1)) − 25 (r_(2k−3) + r_(2k+3)) + 3 (r_(2k−5) + r_(2k+5)).

Suppose r vanishes beyond some k ≥ 5. Every index on the right exceeds k, except that 2k − 5 = k when k = 5. So r_k = 0 for k > 5, while k = 5 gives 64 r_5 = 3 r_5 and again zero. Working inwards, and likewise on the negative side, leaves only |k| ≤ 4.

Write s = r_1 and t = r_(−1). The equations at k = 4, 3 and 2 are

64 r_4 = 3 r_3
89 r_3 = 3 s
64 r_2 = 256 r_4 + 150 r_3 − 25 s + 3t,

so r_3 = 3s/89, r_4 = 9s/5696 and r_2 = (−1739 s + 267 t)/5696. The mirror equations give r_(−3) = 3t/89, and so on. At k = 1,

64 s = 256 r_2 + 150 s + 150 r_3 − 25 t + 3 r_(−3),

which reduces to 1148 (s − t) = 0. Evenness is therefore a consequence, and r_2 = −23s/89. At k = 0,

−192 r_0 = 300 s − 50 r_3,  so r_0 = −4425 s/2848.

The second moment is 2(s + 4r_2 + 9r_3 + 16r_4) = 105 s/178. Setting it to 2 gives s = 356/105, hence

r_0, …, r_4 = −295/56, 356/105, −92/105, 4/35, 3/560.

Conversely, these values satisfy the equations for |k| ≤ 4, the negative ones by symmetry. For |k| ≥ 5 every index on the right is also at least 5 in size, so both sides vanish.

Q: Is the two-scale equation really needed? The filter 1, −2, 1 also has second moment 2.

A: It does, and it is the counter-example if you drop that equation. At k = 1 its left side is 1, but its right side is 4(75/128 − 25/256) = 125/64.

Q: Now show me that the code talks about the same objects.

A: Real numbers and integer indices are used throughout, with no rounding. First come the coefficients a_m, as a function on all integers.

In Lean 4 with Mathlib:

```lean
import Mathlib

open Polynomial

namespace WaveletSecondDerivative

noncomputable section

/-- The autocorrelation coefficients `a_m` of the six-tap Daubechies filter. -/
def autocorr (m : ℤ) : ℝ :=
  if m = 0 then 1
  else if m = 1 ∨ m = -1 then 75 / 128
  else if m = 3 ∨ m = -3 then -25 / 256
  else if m = 5 ∨ m = -5 then 3 / 256
  else 0
```

The next definition is the two-scale equation. Its sum runs over −5 ≤ m ≤ 5, which contains every nonzero a_m, and it is required at every integer k.

```lean
/-- The two-scale equation `r_k = 4 ∑ a_m r_(2k-m)` for a second-derivative filter, required at
every integer `k`; the sum covers all `m` with `a_m ≠ 0`. -/
def IsRefinable (r : ℤ → ℝ) : Prop :=
  ∀ k : ℤ, r k = 4 * ∑ m ∈ Finset.Icc (-5 : ℤ) 5, autocorr m * r (2 * k - m)
```

The candidate answer is an explicit function too, zero away from the nine sites.

```lean
/-- The nine-point second-derivative stencil. -/
def stencil (k : ℤ) : ℝ :=
  if k = 0 then -295 / 56
  else if k = 1 ∨ k = -1 then 356 / 105
  else if k = 2 ∨ k = -2 then -92 / 105
  else if k = 3 ∨ k = -3 then 4 / 35
  else if k = 4 ∨ k = -4 then 3 / 560
  else 0
```

Q: And the theorem itself?

A: It is `refinable_filter_iff`. The type `r : ℤ →₀ ℝ` means a real sequence on the integers with finitely many nonzero entries, and `r.sum (fun k c => (k : ℝ) ^ 2 * c)` is ∑ k² r_k. The theorem says that such an r is refinable with second moment 2 if and only if `r k = stencil k` for every k.

Q: I see no φ and no integral.

A: Correct: the code starts from the two-scale equation and the moment condition, and the passage from integrals to those conditions is the calculation I gave you first, which quotes the values of a_m and the reproduction of quadratics as known properties of this wavelet family. For electronic structure, the result supplies the kinetic matrix elements of a single particle on an infinite, uniform one-dimensional grid in this one basis; boundaries, potentials and other wavelet families are not treated.

Q: Then take me through the proof.

A: Two lemmas replace sums by explicit terms. `sum_nine` writes out a sum over the nine sites, and `isRefinable_iff` turns the two-scale equation into the seven-term form I used, before the multiplication by 64.

```lean
/-- A sum over the nine sites `-4, ..., 4`, written out. -/
theorem sum_nine (f : ℤ → ℝ) : ∑ k ∈ Finset.Icc (-4 : ℤ) 4, f k =
    f (-4) + f (-3) + f (-2) + f (-1) + f 0 + f 1 + f 2 + f 3 + f 4 := by
  have hI : Finset.Icc (-4 : ℤ) 4 = {-4, -3, -2, -1, 0, 1, 2, 3, 4} := by decide
  rw [hI]
  simp
  ring

/-- The two-scale equation written out: each filter value is tied to seven values around the
doubled index. -/
theorem isRefinable_iff (r : ℤ → ℝ) : IsRefinable r ↔ ∀ k : ℤ, r k =
    4 * (r (2 * k) + 75 / 128 * (r (2 * k - 1) + r (2 * k + 1))
      - 25 / 256 * (r (2 * k - 3) + r (2 * k + 3))
      + 3 / 256 * (r (2 * k - 5) + r (2 * k + 5))) := by
  have hI : Finset.Icc (-5 : ℤ) 5 = {-5, -4, -3, -2, -1, 0, 1, 2, 3, 4, 5} := by decide
  have hsum : ∀ f : ℤ → ℝ, ∑ m ∈ Finset.Icc (-5 : ℤ) 5, autocorr m * f m =
      f 0 + 75 / 128 * (f 1 + f (-1)) - 25 / 256 * (f 3 + f (-3))
        + 3 / 256 * (f 5 + f (-5)) := by
    intro f
    rw [hI]
    simp [autocorr]
    ring
  unfold IsRefinable
  refine forall_congr' fun k => ?_
  have e := hsum (fun m => r (2 * k - m))
  simp only [sub_zero, sub_neg_eq_add] at e
  rw [e]
```

The support argument comes next. The natural number B measures how far beyond distance 4 the filter might still reach, and induction on B peels off the outermost sites. The base case B = 0 is immediate. The step from B + 1 to B removes the sites at distance B + 5; in the last such step, from 1 to 0, the equation at distance 5 returns to the same site with factor 3/64. A starting bound exists because the support is finite: the code takes the largest |j| in it.

```lean
/-- A finitely supported solution of the two-scale equation vanishes at all sites beyond
distance four from the origin. -/
theorem support_forced (r : ℤ →₀ ℝ) (h : IsRefinable r) (k : ℤ) (hk : k < -4 ∨ 4 < k) :
    r k = 0 := by
  have key : ∀ B : ℕ, (∀ j : ℤ, (j < -4 - (B : ℤ) ∨ 4 + (B : ℤ) < j) → r j = 0) →
      ∀ j : ℤ, (j < -4 ∨ 4 < j) → r j = 0 := by
    intro B
    induction B with
    | zero => exact fun H j hj => H j (by omega)
    | succ B ih =>
      intro H
      apply ih
      intro j hj
      by_cases hj' : j < -4 - ((B + 1 : ℕ) : ℤ) ∨ 4 + ((B + 1 : ℕ) : ℤ) < j
      · exact H j hj'
      -- at an outermost site only one term of the equation can survive
      have e := (isRefinable_iff r).mp h j
      rcases hj with hj | hj
      · rw [H (2 * j) (by omega), H (2 * j - 1) (by omega), H (2 * j + 1) (by omega),
          H (2 * j - 3) (by omega), H (2 * j + 3) (by omega), H (2 * j - 5) (by omega)] at e
        rcases Nat.eq_zero_or_pos B with hB | hB
        · have hfix : 2 * j + 5 = j := by omega
          rw [hfix] at e
          linarith
        · rw [H (2 * j + 5) (by omega)] at e
          linarith
      · rw [H (2 * j) (by omega), H (2 * j - 1) (by omega), H (2 * j + 1) (by omega),
          H (2 * j - 3) (by omega), H (2 * j + 3) (by omega), H (2 * j + 5) (by omega)] at e
        rcases Nat.eq_zero_or_pos B with hB | hB
        · have hfix : 2 * j - 5 = j := by omega
          rw [hfix] at e
          linarith
        · rw [H (2 * j - 5) (by omega)] at e
          linarith
  refine key (r.support.sup Int.natAbs) (fun j hj => ?_) k hk
  by_contra hne
  have hle : Int.natAbs j ≤ r.support.sup Int.natAbs :=
    Finset.le_sup (f := Int.natAbs) (Finsupp.mem_support_iff.mpr hne)
  omega
```

Q: And the check that the nine numbers solve infinitely many equations?

A: It splits as it did by hand. Outside |k| ≤ 4 every term is zero; inside, `interval_cases` lists the nine values of k and `norm_num` does the arithmetic.

```lean
/-- The stencil vanishes beyond distance four from the origin. -/
theorem stencil_eq_zero (k : ℤ) (hk : k < -4 ∨ 4 < k) : stencil k = 0 := by
  unfold stencil
  rw [if_neg (by omega), if_neg (by omega), if_neg (by omega), if_neg (by omega),
    if_neg (by omega)]

/-- The nine-point stencil solves the two-scale equation at every integer. -/
theorem stencil_isRefinable : IsRefinable stencil := by
  rw [isRefinable_iff]
  intro k
  by_cases hk : k < -4 ∨ 4 < k
  · rw [stencil_eq_zero k hk, stencil_eq_zero (2 * k) (by omega),
      stencil_eq_zero (2 * k - 1) (by omega), stencil_eq_zero (2 * k + 1) (by omega),
      stencil_eq_zero (2 * k - 3) (by omega), stencil_eq_zero (2 * k + 3) (by omega),
      stencil_eq_zero (2 * k - 5) (by omega), stencil_eq_zero (2 * k + 5) (by omega)]
    norm_num
  · have h1 : -4 ≤ k := by omega
    have h2 : k ≤ 4 := by omega
    clear hk
    interval_cases k <;> norm_num [stencil]
```

In the main theorem, `moment` reduces the second moment to the eight sites that contribute. For uniqueness, the equations at k = 0, …, 4 are called `e0` to `e4`, and those at k = −1, …, −4 are `f1` to `f4`. After the outer values are set to zero, `linarith` finds the linear combinations that I found by elimination, including the one that forces s = t. The converse uses the preceding check and evaluates the moment.

```lean
/-- A finitely supported real filter satisfies the two-scale equation and has second moment
`∑ k² r_k = 2` exactly when it is the nine-point stencil. -/
theorem refinable_filter_iff (r : ℤ →₀ ℝ) :
    (IsRefinable r ∧ r.sum (fun k c => (k : ℝ) ^ 2 * c) = 2) ↔ ∀ k, r k = stencil k := by
  have moment : (∀ k : ℤ, (k < -4 ∨ 4 < k) → r k = 0) →
      r.sum (fun k c => (k : ℝ) ^ 2 * c) = 16 * (r (-4) + r 4) + 9 * (r (-3) + r 3)
        + 4 * (r (-2) + r 2) + (r (-1) + r 1) := by
    intro hz
    have hs : r.support ⊆ Finset.Icc (-4 : ℤ) 4 := by
      intro k hk
      rw [Finset.mem_Icc]
      by_contra hc
      exact Finsupp.mem_support_iff.mp hk (hz k (by omega))
    rw [Finsupp.sum_of_support_subset r hs _ (by simp), sum_nine]
    push_cast
    ring
  constructor
  · rintro ⟨h, hm⟩ k
    have hz := support_forced r h
    rw [moment hz] at hm
    by_cases hk : k < -4 ∨ 4 < k
    · rw [hz k hk, stencil_eq_zero k hk]
    -- nine linear equations for the nine remaining values
    have e := (isRefinable_iff r).mp h
    have e0 := e 0
    have e1 := e 1
    have e2 := e 2
    have e3 := e 3
    have e4 := e 4
    have f1 := e (-1)
    have f2 := e (-2)
    have f3 := e (-3)
    have f4 := e (-4)
    norm_num [hz] at e0 e1 e2 e3 e4 f1 f2 f3 f4
    have h1 : -4 ≤ k := by omega
    have h2 : k ≤ 4 := by omega
    clear hk e hz moment h
    interval_cases k <;> norm_num [stencil] <;> linarith
  · intro hr
    have hfun : (r : ℤ → ℝ) = stencil := funext hr
    refine ⟨by rw [hfun]; exact stencil_isRefinable, ?_⟩
    rw [moment (fun k hk => by rw [hr k, stencil_eq_zero k hk])]
    simp only [hr]
    norm_num [stencil]
```

Q: Suppose I apply the filter to grid samples of a function, not to expansion coefficients. Is it still a second derivative?

A: After division by h², it is exactly that for polynomials of degree at most five. Put M_n = ∑ k^n r_k and expand about x:

∑ r_k P(x − hk) = ∑ (−h)^n M_n P⁽ⁿ⁾(x)/n!

The odd moments vanish by symmetry. With common denominator 1680, the values r_0, …, r_4 are −8850, 5696, −1472, 192 and 9, so

M_0 = (−8850 + 2·4425)/1680 = 0
M_2 = 2(5696 − 5888 + 1728 + 144)/1680 = 2
M_4 = 2(5696 − 23552 + 15552 + 2304)/1680 = 0.

Only h² P″(x) survives up to degree five. In the code, `P.natDegree < 6` is that degree bound, and x and h are arbitrary reals. The proof writes P as a sum of six monomials, and `ring` compares the two sides.

```lean
/-- On a grid of spacing `h` the stencil returns exactly `h²` times the second derivative of
every polynomial of degree at most five. -/
theorem stencil_exact (P : ℝ[X]) (hP : P.natDegree < 6) (x h : ℝ) :
    ∑ k ∈ Finset.Icc (-4 : ℤ) 4, stencil k * P.eval (x - h * k) =
      h ^ 2 * (derivative (derivative P)).eval x := by
  have hc := P.as_sum_range' 6 hP
  rw [sum_nine, hc]
  simp [Finset.sum_range_succ, stencil]
  ring
```

Q: Nine points could in principle do better than degree five.

A: This filter does not, because its values are already fixed by the two-scale equation and the normalisation. The next moment is

M_6 = 2(5696 − 94208 + 139968 + 36864)/1680 = 736/7.

For x⁶ the result is therefore h² · 30x⁴ plus an error of (736/7) h⁶, which is nonzero whenever h ≠ 0. The last theorem states this identity, and its proof is the same expansion over nine sites.

```lean
/-- For the sixth power the stencil gives `h²` times the second derivative `30 x⁴` plus the
error `(736/7) h⁶`. -/
theorem stencil_sixth_power (x h : ℝ) :
    ∑ k ∈ Finset.Icc (-4 : ℤ) 4, stencil k * (x - h * k) ^ 6 =
      h ^ 2 * (30 * x ^ 4) + 736 / 7 * h ^ 6 := by
  rw [sum_nine]
  simp [stencil]
  ring

end

end WaveletSecondDerivative
```

```lean
#print axioms WaveletSecondDerivative.refinable_filter_iff
#print axioms WaveletSecondDerivative.stencil_exact
#print axioms WaveletSecondDerivative.stencil_sixth_power
```

```
'WaveletSecondDerivative.refinable_filter_iff' depends on axioms: [propext, Classical.choice, Quot.sound]
'WaveletSecondDerivative.stencil_exact' depends on axioms: [propext, Classical.choice, Quot.sound]
'WaveletSecondDerivative.stencil_sixth_power' depends on axioms: [propext, Classical.choice, Quot.sound]
```
